# The orbital-minimization density of N orbitals has trace at most N, with equality exactly for orthonormal orbitals

The orbitals are represented here by the columns of a coefficient matrix $C$ in a finite orthonormal basis, and nothing is assumed about their norms, overlaps or linear independence. The basis functions are indexed by a finite type `m` and the $N$ orbitals by a finite type `n`, so $N$ is `Fintype.card n`. The entries lie in `𝕜`, which stands for $\mathbb R$ or $\mathbb C$; in the real case $C^\dagger$ (`Cᴴ`) is $C^T$. A non-orthogonal basis would need its own overlap matrix between $C^\dagger$ and $C$, and is not treated. Each orbital counts for one electron, so a closed-shell calculation multiplies the trace by two.

```lean
import Mathlib

open Matrix

namespace OrbitalMinimizationTrace

noncomputable section

variable {𝕜 m n : Type*} [RCLike 𝕜] [Fintype m] [Fintype n]
```

The orbital overlap matrix is $S=C^\dagger C$.

```lean
/-- The overlap matrix `S = Cᴴ C` of the orbitals stored in the columns of `C`. -/
def overlap (C : Matrix m n 𝕜) : Matrix n n 𝕜 := Cᴴ * C
```

The deviation of $S$ from the identity $1$ will be measured by the squared Frobenius norm $\|A\|_F^2=\sum_{i,j}|A_{ij}|^2$.

```lean
/-- The squared Frobenius norm of a square matrix. -/
def frobSq (A : Matrix n n 𝕜) : ℝ := ∑ i, ∑ j, ‖A i j‖ ^ 2
```

## (a) Only the zero matrix has zero Frobenius norm

**Task.** Show that $\|A\|_F^2=0$ if and only if $A=0$.

**Solution.** A sum of nonnegative terms vanishes only if every term does. Hence $|A_{ij}|^2=0$ for all $i,j$, and $A=0$. The converse is immediate. The proof applies this argument twice, first to the sum over rows and then to the sum within a row.

```lean
/-- The squared Frobenius norm vanishes only for the zero matrix. -/
theorem frobSq_eq_zero (A : Matrix n n 𝕜) : frobSq A = 0 ↔ A = 0 := by
  constructor
  · intro h
    unfold frobSq at h
    ext i j
    have h1 := (Finset.sum_eq_zero_iff_of_nonneg
      (fun i _ => Finset.sum_nonneg (fun j _ => sq_nonneg ‖A i j‖))).mp h i (Finset.mem_univ i)
    have h2 := (Finset.sum_eq_zero_iff_of_nonneg
      (fun j _ => sq_nonneg ‖A i j‖)).mp h1 j (Finset.mem_univ j)
    simpa using h2
  · rintro rfl
    simp [frobSq]
```

## (b) The trace of a squared Hermitian matrix

**Task.** Show that $\operatorname{Tr}(A^2)=\|A\|_F^2$ when $A^\dagger=A$.

**Solution.** Replace one factor by its adjoint:
$$\operatorname{Tr}(A^2)=\operatorname{Tr}(AA^\dagger)=\sum_{i,j}A_{ij}\overline{A_{ij}}=\sum_{i,j}|A_{ij}|^2 .$$
In Lean, `h` makes the replacement and `simp only` expands the trace. The real number `frobSq A` is then read as an element of `𝕜`.

```lean
/-- For a Hermitian matrix the trace of the square is the squared Frobenius norm. -/
theorem trace_sq_of_hermitian (A : Matrix n n 𝕜) [DecidableEq n] (hA : Aᴴ = A) :
    trace (A ^ 2) = ((frobSq A : ℝ) : 𝕜) := by
  have h : A ^ 2 = A * Aᴴ := by rw [hA, sq]
  rw [h]
  simp only [frobSq, Matrix.trace, Matrix.diag_apply, Matrix.mul_apply,
    Matrix.conjTranspose_apply, RCLike.star_def, RCLike.mul_conj]
  push_cast
  rfl
```

## (c) The trace formula

The orbital-minimization density is $P=C(2-S)C^\dagger$, where $2$ means twice the identity matrix.

```lean
variable [DecidableEq n]

/-- The orbital-minimization density `P = C (2 - S) Cᴴ`. -/
def omDensity (C : Matrix m n 𝕜) : Matrix m m 𝕜 := C * (2 - overlap C) * Cᴴ
```

**Task.** Show that $\operatorname{Tr}P=N-\operatorname{Tr}\big((1-S)^2\big)$.

**Solution.** The trace is cyclic, so
$$\operatorname{Tr}P=\operatorname{Tr}\big(C^\dagger C(2-S)\big)=\operatorname{Tr}\big(S(2-S)\big).$$
Expanding the square gives $1-(1-S)^2=2S-S^2=S(2-S)$, and the $N\times N$ identity has trace $N$. The cyclic step is `Matrix.trace_mul_comm`; `noncomm_ring` checks the expansion.

```lean
/-- The trace of the density is the number of orbitals minus the trace of the squared
deviation of the overlap from the identity. -/
theorem trace_omDensity (C : Matrix m n 𝕜) :
    trace (omDensity C) = (Fintype.card n : 𝕜) - trace ((1 - overlap C) ^ 2) := by
  -- the product left after the cyclic step, written with the square of `1 - S`
  have h : Cᴴ * C * (2 - overlap C) = 1 - (1 - overlap C) ^ 2 := by
    change overlap C * (2 - overlap C) = _
    noncomm_ring
  rw [omDensity, Matrix.trace_mul_comm, ← Matrix.mul_assoc, h, Matrix.trace_sub,
    Matrix.trace_one]
```

## (d) The electron count and its upper bound

**Task.** Deduce that $\operatorname{Tr}P\le N$, with equality exactly when $S=1$.

**Solution.** Since $S^\dagger=S$, the matrix $1-S$ is Hermitian, and (b) and (c) give
$$\operatorname{Tr}P=N-\|1-S\|_F^2 .$$
The subtracted term is nonnegative, which gives the bound. By (a) it vanishes only if $1-S=0$, that is, when the orbitals are orthonormal.

The theorem collects the trace formula of (c), the bound and the equivalence. Its bound is written with `RCLike.re` so that it compares real numbers; the intermediate step `h` shows that the trace is real anyway.

In a program, the missing charge is the sum of the squared absolute values of the entries of $1-S$, so it can be monitored from the $N\times N$ overlap matrix without forming $P$. The density $P$ is used to minimize the energy $\operatorname{Tr}(PH)$ over $C$, with the one-electron Hamiltonian $H$ shifted so that all its eigenvalues are negative. If the orbitals are confined to localization regions, as in linear-scaling calculations, they are in general not exactly orthonormal at the minimum, and the electron count then falls short of $N$ by this amount.

```lean
/-- The orbital-minimization density of `N` arbitrary orbitals has trace `N - Tr (1 - S)²`; its real
part is at most `N`, and the trace equals `N` exactly for orthonormal orbitals. -/
theorem electron_count (C : Matrix m n 𝕜) :
    trace (omDensity C) = (Fintype.card n : 𝕜) - trace ((1 - overlap C) ^ 2) ∧
    RCLike.re (trace (omDensity C)) ≤ (Fintype.card n : ℝ) ∧
    (trace (omDensity C) = (Fintype.card n : 𝕜) ↔ overlap C = 1) := by
  have hH : (1 - overlap C)ᴴ = 1 - overlap C := by
    simp [overlap, Matrix.conjTranspose_sub, Matrix.conjTranspose_mul]
  have hN : (((Fintype.card n : ℝ)) : 𝕜) = (Fintype.card n : 𝕜) := by simp
  -- the lost charge is a sum of squares
  have h : trace (omDensity C)
      = (((Fintype.card n : ℝ) - frobSq (1 - overlap C) : ℝ) : 𝕜) := by
    rw [trace_omDensity, trace_sq_of_hermitian _ hH, RCLike.ofReal_sub, hN]
  have hpos : 0 ≤ frobSq (1 - overlap C) :=
    Finset.sum_nonneg fun i _ => Finset.sum_nonneg fun j _ => sq_nonneg _
  refine ⟨trace_omDensity C, ?_, ?_⟩
  · rw [h, RCLike.ofReal_re]
    linarith
  · rw [h, ← hN, RCLike.ofReal_inj, sub_eq_self, frobSq_eq_zero, sub_eq_zero]
    exact eq_comm
```

## (e) A full count gives a projector

**Task.** Suppose $\operatorname{Tr}P=N$. Show that $P=CC^\dagger$ and $P^2=P$.

**Solution.** By (d), $S=1$, so $2-S=1$ and $P=CC^\dagger$. Then
$$P^2=C(C^\dagger C)C^\dagger=CC^\dagger=P .$$
The `calc` block is this regrouping. The trace alone therefore certifies idempotency for a density of this form; a general matrix of trace $N$ need not be idempotent.

```lean
/-- If the trace of the density equals the number of orbitals, the density is `C Cᴴ`
and is idempotent. -/
theorem projector_of_full_count (C : Matrix m n 𝕜)
    (h : trace (omDensity C) = (Fintype.card n : 𝕜)) :
    omDensity C = C * Cᴴ ∧ omDensity C * omDensity C = omDensity C := by
  have hS : overlap C = 1 := (electron_count C).2.2.mp h
  have h1 : (2 : Matrix n n 𝕜) - 1 = 1 := by
    rw [← one_add_one_eq_two, add_sub_cancel_right]
  have hP : omDensity C = C * Cᴴ := by
    rw [omDensity, hS, h1, Matrix.mul_one]
  have hC : Cᴴ * C = 1 := hS
  refine ⟨hP, ?_⟩
  rw [hP]
  calc C * Cᴴ * (C * Cᴴ) = C * (Cᴴ * C) * Cᴴ := by simp only [Matrix.mul_assoc]
    _ = C * Cᴴ := by rw [hC, Matrix.mul_one]
```

## (f) The complement of the density is a square

**Task.** Show that $1-P=(1-CC^\dagger)^2$ for every $C$.

**Solution.** Put $D=CC^\dagger$. Then
$$P=2CC^\dagger-CC^\dagger CC^\dagger=2D-D^2,$$
and $1-2D+D^2=(1-D)^2$. The Lean proof first establishes the formula for $P$, then treats $D$ as an arbitrary matrix.

```lean
/-- The complement of the orbital-minimization density is the square of `1 - C Cᴴ`. -/
theorem one_sub_omDensity [DecidableEq m] (C : Matrix m n 𝕜) :
    1 - omDensity C = (1 - C * Cᴴ) ^ 2 := by
  have h2 : (2 : Matrix n n 𝕜) = 1 + 1 := one_add_one_eq_two.symm
  have h : omDensity C = C * Cᴴ + C * Cᴴ - (C * Cᴴ) * (C * Cᴴ) := by
    rw [omDensity, overlap, h2]
    simp only [Matrix.mul_sub, Matrix.sub_mul, Matrix.mul_add, Matrix.add_mul,
      Matrix.mul_one, Matrix.mul_assoc]
  rw [h]
  generalize C * Cᴴ = D
  noncomm_ring
```

## (g) No occupation exceeds one

**Task.** Show that $x^\dagger Px\le x^\dagger x$ for every vector $x$.

**Solution.** The matrix $1-D$ is Hermitian, so (f) gives
$$x^\dagger x-x^\dagger Px=x^\dagger(1-D)^2x=\big((1-D)x\big)^\dagger\big((1-D)x\big)\ge0 .$$
For nonzero $x$, the occupation of the normalised state is $x^\dagger Px/x^\dagger x$, which is therefore at most one. The identity is `key` in the code, and `pos` supplies the nonnegativity of a squared norm. There is no matching lower bound of zero, as (h) shows.

```lean
/-- For any vector `x`, the real part of `x† P x` is at most the squared norm of `x`, whatever the
orbitals. -/
theorem occupation_le_one (C : Matrix m n 𝕜) (x : m → 𝕜) :
    RCLike.re (star x ⬝ᵥ (omDensity C *ᵥ x)) ≤ RCLike.re (star x ⬝ᵥ x) := by
  classical
  have hA : (1 - C * Cᴴ)ᴴ = 1 - C * Cᴴ := by
    simp [Matrix.conjTranspose_sub, Matrix.conjTranspose_mul]
  -- the difference of the two sides is the squared norm of `(1 - C Cᴴ) x`
  have key : star x ⬝ᵥ x - star x ⬝ᵥ (omDensity C *ᵥ x)
      = star ((1 - C * Cᴴ) *ᵥ x) ⬝ᵥ ((1 - C * Cᴴ) *ᵥ x) := by
    rw [Matrix.star_mulVec, hA, ← Matrix.dotProduct_mulVec, Matrix.mulVec_mulVec, ← sq,
      ← one_sub_omDensity, Matrix.sub_mulVec, Matrix.one_mulVec, dotProduct_sub]
  have pos : ∀ y : m → 𝕜, 0 ≤ RCLike.re (star y ⬝ᵥ y) := by
    intro y
    simp only [dotProduct, Pi.star_apply, RCLike.star_def, RCLike.conj_mul, map_sum]
    refine Finset.sum_nonneg fun i _ => ?_
    rw [← RCLike.ofReal_pow, RCLike.ofReal_re]
    positivity
  have h := pos ((1 - C * Cᴴ) *ᵥ x)
  rw [← key, map_sub] at h
  linarith
```

## (h) Orthonormal orbitals with a wrong common norm

**Task.** Let $C^\dagger C=1$ and multiply all orbitals by a number $a$. Find the trace of the new density.

**Solution.** The new overlap matrix is $|a|^2\,1$, so $1-S$ becomes $(1-|a|^2)\,1$. By (c),
$$\operatorname{Tr}P=N-N(1-|a|^2)^2=N\big(1-(1-|a|^2)^2\big).$$
For $N\ge1$ the count is $N$ only at $|a|=1$. It falls to zero at $|a|^2=2$ and is negative beyond, so a badly scaled starting guess can produce a negative electron count. Near $|a|^2=1$ the loss is quadratic in the norm error: if $|a|^2=1.1$, one percent of the charge is missing.

```lean
/-- Scaling `N` orthonormal orbitals by a common factor `a` gives a density of trace
`N (1 - (1 - |a|²)²)`. -/
theorem trace_scaled_orbitals (C : Matrix m n 𝕜) (hC : overlap C = 1) (a : 𝕜) :
    trace (omDensity (a • C))
      = (Fintype.card n : 𝕜) * (1 - (1 - (‖a‖ : 𝕜) ^ 2) ^ 2) := by
  have h' : Cᴴ * C = 1 := hC
  have hS : overlap (a • C) = ((‖a‖ : 𝕜) ^ 2) • (1 : Matrix n n 𝕜) := by
    rw [overlap, Matrix.conjTranspose_smul, Matrix.smul_mul, Matrix.mul_smul, smul_smul, h',
      RCLike.star_def, RCLike.conj_mul]
  have h1 : (1 : Matrix n n 𝕜) - ((‖a‖ : 𝕜) ^ 2) • (1 : Matrix n n 𝕜)
      = (1 - (‖a‖ : 𝕜) ^ 2) • (1 : Matrix n n 𝕜) := by
    rw [sub_smul, one_smul]
  rw [trace_omDensity, hS, h1, smul_pow, one_pow, Matrix.trace_smul, Matrix.trace_one,
    smul_eq_mul]
  ring

end

end OrbitalMinimizationTrace
```

```lean
#print axioms OrbitalMinimizationTrace.electron_count
#print axioms OrbitalMinimizationTrace.projector_of_full_count
#print axioms OrbitalMinimizationTrace.occupation_le_one
#print axioms OrbitalMinimizationTrace.trace_scaled_orbitals
```

```
'OrbitalMinimizationTrace.electron_count' depends on axioms: [propext, Classical.choice, Quot.sound]
'OrbitalMinimizationTrace.projector_of_full_count' depends on axioms: [propext, Classical.choice, Quot.sound]
'OrbitalMinimizationTrace.occupation_le_one' depends on axioms: [propext, Classical.choice, Quot.sound]
'OrbitalMinimizationTrace.trace_scaled_orbitals' depends on axioms: [propext, Classical.choice, Quot.sound]
```
